# Characteristic polynomial of a 3-regular graph with every vertex replaced by a triangle

To find the Hückel levels $E=\alpha+\beta x$ of a cage made by truncating a 3-regular parent with $n$ vertices, one can diagonalise the $n\times n$ adjacency matrix of the parent instead of the $3n\times 3n$ matrix of the cage, and solve $x^2-x-3=\lambda$ for each parent eigenvalue $\lambda$. If all atoms share one Coulomb integral $\alpha$ and all bonds one resonance integral $\beta$, this gives $2n$ of the levels, and the other $n$ lie half at $x=0$ and half at $x=-2$.

```lean
import Mathlib

open Polynomial
open scoped Matrix

namespace TruncatedCage

noncomputable section

variable {V : Type*} [Fintype V] [DecidableEq V] (G : SimpleGraph V) [DecidableRel G.Adj]

/-- The truncated graph: its vertices are the directed edges of `G`, and two distinct ones are
bonded when they start at the same vertex of `G` or are reverses of each other. -/
def truncation : SimpleGraph G.Dart :=
  SimpleGraph.fromRel fun a b => a.fst = b.fst ∨ b = a.symm

instance : DecidableRel (truncation G).Adj := Classical.decRel _

/-- The matrix that records at which vertex of `G` each directed edge starts. -/
def tail : Matrix V G.Dart ℝ := Matrix.of fun v a => if a.fst = v then 1 else 0

/-- The permutation matrix that reverses each directed edge. -/
def reversal : Matrix G.Dart G.Dart ℝ := Matrix.of fun a b => if b = a.symm then 1 else 0

omit [DecidableRel G.Adj] in
/-- The adjacency matrix of the truncated graph is a sum of the bonds inside the cliques that
replace the vertices and the bonds inherited from `G`. -/
theorem adjMatrix_truncation :
    (truncation G).adjMatrix ℝ = (tail G)ᵀ * tail G - 1 + reversal G := by
  ext a b
  have h : ((tail G)ᵀ * tail G) a b = if b.fst = a.fst then 1 else 0 := by
    simp only [Matrix.mul_apply, Matrix.transpose_apply, tail, Matrix.of_apply, ite_mul,
      one_mul, zero_mul, Finset.sum_ite_eq, Finset.mem_univ, if_true]
  have hadj : (truncation G).Adj a b ↔ a ≠ b ∧ (b.fst = a.fst ∨ b = a.symm) := by
    rw [truncation, SimpleGraph.fromRel_adj]
    constructor
    · rintro ⟨hn, (h1 | h1) | (h1 | h1)⟩
      · exact ⟨hn, Or.inl h1.symm⟩
      · exact ⟨hn, Or.inr h1⟩
      · exact ⟨hn, Or.inl h1⟩
      · exact ⟨hn, Or.inr (by rw [h1, SimpleGraph.Dart.symm_symm])⟩
    · rintro ⟨hn, h1 | h1⟩
      · exact ⟨hn, Or.inl (Or.inl h1.symm)⟩
      · exact ⟨hn, Or.inl (Or.inr h1)⟩
  rw [SimpleGraph.adjMatrix_apply, Matrix.add_apply, Matrix.sub_apply, h, Matrix.one_apply,
    reversal, Matrix.of_apply]
  by_cases h1 : a = b
  · subst h1
    have h2 : a ≠ a.symm := a.symm_ne.symm
    simp [h2]
  · by_cases h2 : b = a.symm
    · have h3 : b.fst ≠ a.fst := by
        rw [h2]
        exact a.adj.ne'
      rw [if_pos (hadj.2 ⟨h1, Or.inr h2⟩), if_neg h3, if_neg h1, if_pos h2]
      norm_num
    · by_cases h3 : b.fst = a.fst
      · rw [if_pos (hadj.2 ⟨h1, Or.inl h3⟩), if_pos h3, if_neg h1, if_neg h2]
        norm_num
      · rw [if_neg (fun h => (hadj.1 h).2.elim h3 h2), if_neg h3, if_neg h1, if_neg h2]
        norm_num

/-- In a `d`-regular graph exactly `d` directed edges start at each vertex. -/
theorem tail_mul_transpose {d : ℕ} (hG : G.IsRegularOfDegree d) :
    tail G * (tail G)ᵀ = (d : ℝ) • (1 : Matrix V V ℝ) := by
  ext v w
  simp only [Matrix.mul_apply, Matrix.transpose_apply, tail, Matrix.of_apply,
    Matrix.smul_apply, Matrix.one_apply, smul_eq_mul]
  by_cases h : v = w
  · subst h
    have hd := G.dart_fst_fiber_card_eq_degree v
    rw [hG.degree_eq] at hd
    have hi : ∀ a : G.Dart, (if a.fst = v then (1 : ℝ) else 0) * (if a.fst = v then 1 else 0)
        = if a.fst = v then 1 else 0 := by
      intro a
      split_ifs <;> norm_num
    simp only [hi, Finset.sum_boole, hd, ↓reduceIte, mul_one]
  · rw [if_neg h, mul_zero]
    refine Finset.sum_eq_zero fun a _ => ?_
    by_cases h1 : a.fst = v
    · rw [if_neg (fun h2 : a.fst = w => h (h1.symm.trans h2)), mul_zero]
    · rw [if_neg h1, zero_mul]

/-- Going from a vertex to a directed edge, reversing it and reading off its new starting
vertex is one step along a bond of `G`. -/
theorem tail_reversal_tail : tail G * reversal G * (tail G)ᵀ = G.adjMatrix ℝ := by
  have hr : ∀ a w, (reversal G * (tail G)ᵀ) a w = if a.snd = w then 1 else 0 := by
    intro a w
    simp only [Matrix.mul_apply, Matrix.transpose_apply, tail, reversal, Matrix.of_apply,
      ite_mul, one_mul, zero_mul, Finset.sum_ite_eq', Finset.mem_univ, if_true]
    rfl
  ext v w
  rw [Matrix.mul_assoc, Matrix.mul_apply, SimpleGraph.adjMatrix_apply]
  simp only [hr]
  simp only [tail, Matrix.of_apply]
  by_cases h : G.Adj v w
  · rw [Finset.sum_eq_single (⟨(v, w), h⟩ : G.Dart)]
    · simp [h]
    · intro a _ hne
      by_cases h1 : a.fst = v
      · by_cases h2 : a.snd = w
        · exact absurd (SimpleGraph.Dart.toProd_injective (Prod.ext h1 h2)) hne
        · rw [if_neg h2, mul_zero]
      · rw [if_neg h1, zero_mul]
    · intro hn
      exact absurd (Finset.mem_univ _) hn
  · rw [if_neg h]
    refine Finset.sum_eq_zero fun a _ => ?_
    by_cases h1 : a.fst = v
    · have h2 : a.snd ≠ w := fun h2 => h (h1 ▸ h2 ▸ a.adj)
      rw [if_neg h2, mul_zero]
    · rw [if_neg h1, zero_mul]

/-- Reversing twice does nothing, so `y - R` and `y + R` multiply to the number `y² - 1`. -/
theorem reversal_factor (y : ℝ) :
    (y • (1 : Matrix G.Dart G.Dart ℝ) - reversal G) * (y • 1 + reversal G)
      = (y ^ 2 - 1) • 1 := by
  have hR : reversal G * reversal G = 1 := by
    ext a c
    simp only [Matrix.mul_apply, reversal, Matrix.of_apply, ite_mul, one_mul, zero_mul,
      Finset.sum_ite_eq', Finset.mem_univ, if_true, SimpleGraph.Dart.symm_symm,
      Matrix.one_apply, eq_comm]
  simp only [sub_mul, mul_add, smul_mul_assoc, mul_smul_comm, one_mul, mul_one, hR]
  module

/-- The determinants of `y + R` and `y - R` agree, where `R` reverses directed edges. -/
theorem det_add_reversal (y : ℝ) :
    (y • (1 : Matrix G.Dart G.Dart ℝ) + reversal G).det = (y • 1 - reversal G).det := by
  -- orient every bond; the resulting signs conjugate `R` to `-R`
  obtain ⟨s, hs, hs'⟩ : ∃ s : G.Dart → ℝ,
      (∀ a, s a * s a = 1) ∧ ∀ a, s a * s a.symm = -1 := by
    let e := Fintype.equivFin V
    refine ⟨fun a => if e a.fst < e a.snd then 1 else -1, fun a => ?_, fun a => ?_⟩
    · dsimp only
      split_ifs <;> norm_num
    · change (if e a.fst < e a.snd then (1 : ℝ) else -1) *
        (if e a.snd < e a.fst then 1 else -1) = -1
      rcases lt_or_gt_of_ne (e.injective.ne a.adj.ne) with h | h
      · rw [if_pos h, if_neg (not_lt_of_ge h.le)]
        norm_num
      · rw [if_neg (not_lt_of_ge (le_of_lt h)), if_pos h]
        norm_num
  have hD : Matrix.diagonal s * (y • 1 - reversal G) * Matrix.diagonal s
      = y • 1 + reversal G := by
    ext a b
    rw [Matrix.mul_diagonal, Matrix.diagonal_mul]
    simp only [Matrix.sub_apply, Matrix.add_apply, Matrix.smul_apply, Matrix.one_apply,
      reversal, Matrix.of_apply, smul_eq_mul]
    by_cases h1 : a = b
    · subst h1
      rw [if_pos (rfl : a = a), if_neg a.symm_ne.symm]
      linear_combination y * hs a
    · by_cases h2 : b = a.symm
      · rw [if_neg h1, if_pos h2, h2]
        linear_combination -hs' a
      · rw [if_neg h1, if_neg h2]
        ring
  have hdet : (Matrix.diagonal s).det * (Matrix.diagonal s).det = 1 := by
    rw [← Matrix.det_mul, Matrix.diagonal_mul_diagonal]
    simp [hs]
  rw [← hD, Matrix.det_mul, Matrix.det_mul]
  linear_combination (y • 1 - reversal G).det * hdet

/-- The value of a characteristic polynomial at `t` is the secular determinant at `t`. -/
private theorem eval_secular {n : Type*} [Fintype n] [DecidableEq n] (M : Matrix n n ℝ)
    (t : ℝ) : M.charpoly.eval t = (t • (1 : Matrix n n ℝ) - M).det := by
  rw [Matrix.eval_charpoly, Matrix.scalar_apply, Matrix.smul_one_eq_diagonal]

/-- The reversal matrix has characteristic polynomial `(X² - 1)^m`, with `m` the number of
edges of `G`. -/
theorem reversal_charpoly : (reversal G).charpoly = (X ^ 2 - 1) ^ G.edgeFinset.card := by
  have hsq : (reversal G).charpoly ^ 2 = ((X ^ 2 - 1) ^ G.edgeFinset.card) ^ 2 := by
    refine Polynomial.funext fun y => ?_
    have h := congrArg Matrix.det (reversal_factor G y)
    rw [Matrix.det_mul, det_add_reversal, Matrix.det_smul, Matrix.det_one, mul_one,
      G.dart_card_eq_twice_card_edges] at h
    simp only [eval_pow, eval_sub, eval_X, eval_one, eval_secular]
    rw [← pow_mul, mul_comm _ 2, ← h, sq]
  have hm : (X ^ 2 - 1 : ℝ[X]).Monic := by
    rw [← Polynomial.C_1]
    exact monic_X_pow_sub_C 1 two_ne_zero
  -- both square roots are monic, which fixes the sign
  rcases eq_or_eq_neg_of_sq_eq_sq _ _ hsq with h | h
  · exact h
  · have hl := congrArg leadingCoeff h
    rw [leadingCoeff_neg, (Matrix.charpoly_monic _).leadingCoeff,
      (hm.pow _).leadingCoeff] at hl
    norm_num at hl

private theorem factor_ne_zero : (X * (X + 2) : ℝ[X]) ≠ 0 := by
  intro h
  have h1 := congrArg (eval 1) h
  norm_num at h1

/-- Truncation of a `d`-regular graph, each vertex being replaced by a clique of `d` vertices:
the characteristic polynomials before and after are related through `X² - (d - 2) X - d`. -/
theorem charpoly_truncation_mul {d : ℕ} (hG : G.IsRegularOfDegree d) :
    ((truncation G).adjMatrix ℝ).charpoly * (X * (X + 2)) ^ Fintype.card V
      = (X * (X + 2)) ^ G.edgeFinset.card *
        (G.adjMatrix ℝ).charpoly.comp (X ^ 2 - ((d : ℝ[X]) - 2) * X - (d : ℝ[X])) := by
  refine mul_left_cancel₀ (pow_ne_zero G.edgeFinset.card factor_ne_zero)
    (Polynomial.funext fun x => ?_)
  have hc : x * (x + 2) = (x + 1) ^ 2 - 1 := by ring
  have hR : ((x + 1) • (1 : Matrix G.Dart G.Dart ℝ) + reversal G).det
      = ((x + 1) ^ 2 - 1) ^ G.edgeFinset.card := by
    rw [det_add_reversal, ← eval_secular, reversal_charpoly]
    simp only [eval_pow, eval_sub, eval_X, eval_one]
  -- multiply the secular matrix by `(x + 1) + R`
  have h1 : (x • (1 : Matrix G.Dart G.Dart ℝ) - (truncation G).adjMatrix ℝ).det
        * ((x + 1) ^ 2 - 1) ^ G.edgeFinset.card
      = (((x + 1) ^ 2 - 1) • (1 : Matrix G.Dart G.Dart ℝ)
          - (tail G)ᵀ * (tail G * ((x + 1) • 1 + reversal G))).det := by
    have hs : x • (1 : Matrix G.Dart G.Dart ℝ) - ((tail G)ᵀ * tail G - 1 + reversal G)
        = ((x + 1) • 1 - reversal G) - (tail G)ᵀ * tail G := by module
    rw [← hR, ← Matrix.det_mul, adjMatrix_truncation, hs, sub_mul, reversal_factor,
      Matrix.mul_assoc]
  -- exchange the rectangular factors, passing from directed edges to vertices
  have h2 := congrArg (eval ((x + 1) ^ 2 - 1))
    (Matrix.charpoly_mul_comm' (tail G * ((x + 1) • 1 + reversal G)) (tail G)ᵀ)
  simp only [eval_mul, eval_pow, eval_X, eval_secular] at h2
  have h3 : ((x + 1) ^ 2 - 1) • (1 : Matrix V V ℝ)
        - tail G * ((x + 1) • 1 + reversal G) * (tail G)ᵀ
      = (x ^ 2 - ((d : ℝ) - 2) * x - (d : ℝ)) • 1 - G.adjMatrix ℝ := by
    rw [Matrix.mul_add, Matrix.add_mul, tail_reversal_tail, Matrix.mul_smul, Matrix.mul_one,
      Matrix.smul_mul, tail_mul_transpose G hG]
    module
  rw [h3, ← h1, G.dart_card_eq_twice_card_edges, two_mul,
    pow_add _ G.edgeFinset.card G.edgeFinset.card] at h2
  simp only [eval_mul, eval_pow, eval_add, eval_sub, eval_X, eval_ofNat, eval_natCast,
    eval_comp, eval_secular]
  rw [hc]
  linear_combination -h2

omit [DecidableEq V] in
/-- A 3-regular graph with `n` vertices and `m` edges satisfies `3 n = 2 m`. -/
theorem cubic_handshake (hG : G.IsRegularOfDegree 3) :
    Fintype.card V * 3 = 2 * G.edgeFinset.card := by
  have h := G.sum_degrees_eq_twice_card_edges
  simpa only [hG.degree_eq, Finset.sum_const, Finset.card_univ, smul_eq_mul] using h

/-- Replacing each vertex of a 3-regular graph on `n` vertices by a triangle turns the
characteristic polynomial `p` into `X^(n/2) (X + 2)^(n/2) p(X² - X - 3)`. -/
theorem charpoly_truncation (hG : G.IsRegularOfDegree 3) :
    ((truncation G).adjMatrix ℝ).charpoly
      = X ^ (Fintype.card V / 2) * (X + 2) ^ (Fintype.card V / 2) *
        (G.adjMatrix ℝ).charpoly.comp (X ^ 2 - X - 3) := by
  have hE : G.edgeFinset.card = Fintype.card V + Fintype.card V / 2 := by
    have := cubic_handshake G hG
    omega
  have h := charpoly_truncation_mul G hG
  have he : (X ^ 2 - (((3 : ℕ) : ℝ[X]) - 2) * X - ((3 : ℕ) : ℝ[X])) = X ^ 2 - X - 3 := by
    push_cast
    ring
  rw [he, hE, pow_add] at h
  refine mul_right_cancel₀ (pow_ne_zero (Fintype.card V) factor_ne_zero) ?_
  rw [h, ← mul_pow X (X + 2) (Fintype.card V / 2)]
  exact (mul_assoc _ _ _).trans (mul_comm _ _)

/-- For a 3-regular graph with at least one vertex, the adjacency eigenvalues of the truncated
graph are `0`, `-2` and all real `x` for which `x² - x - 3` is an eigenvalue of the original. -/
theorem truncation_levels [Nonempty V] (hG : G.IsRegularOfDegree 3) (x : ℝ) :
    ((truncation G).adjMatrix ℝ).charpoly.IsRoot x ↔
      x = 0 ∨ x = -2 ∨ (G.adjMatrix ℝ).charpoly.IsRoot (x ^ 2 - x - 3) := by
  have hk : Fintype.card V / 2 ≠ 0 := by
    have h1 := cubic_handshake G hG
    have h2 : 0 < Fintype.card V := Fintype.card_pos
    omega
  rw [charpoly_truncation G hG]
  simp only [IsRoot.def, eval_mul, eval_pow, eval_add, eval_sub, eval_X, eval_ofNat,
    eval_comp, mul_eq_zero, pow_eq_zero_iff hk, add_eq_zero_iff_eq_neg, or_assoc]

end

end TruncatedCage
```

```lean
#print axioms TruncatedCage.charpoly_truncation
#print axioms TruncatedCage.truncation_levels
```

```
'TruncatedCage.charpoly_truncation' depends on axioms: [propext, Classical.choice, Quot.sound]
'TruncatedCage.truncation_levels' depends on axioms: [propext, Classical.choice, Quot.sound]
```

## The levels before and after truncation

Cutting off the corners of a cage in which every atom has three neighbours puts a triangle in place of each atom. The old bonds survive as links between triangles, and every new atom again has three neighbours. The question is how the one-electron levels of the new cage follow from those of the old one.

Let $A$ be the adjacency matrix of the parent graph $G$, $p(x)=\det(x-A)$ its characteristic polynomial, and $T(x)$ that of the truncated graph. The theorem `charpoly_truncation` states that

$$T(x)=x^{n/2}(x+2)^{n/2}\,p(x^2-x-3).$$

The hypothesis `G.IsRegularOfDegree 3` says that every vertex has three neighbours, and `comp` substitutes one polynomial into another. In Lean, `Fintype.card V / 2` is division of natural numbers, rounded down; nothing is lost, because a 3-regular graph has an even number of vertices.

The theorem `truncation_levels` reads off the roots: a real $x$ is an eigenvalue of the truncated graph exactly when $x=0$, $x=-2$, or $x^2-x-3$ is an eigenvalue of the parent. It lists values only; the multiplicities are in the polynomial identity. It also asks for at least one vertex, since the empty graph has characteristic polynomial 1 and no levels at all.

In non-interacting Hückel theory with a single $\beta$, the result therefore guarantees at least $n/2$ non-bonding levels at $E=\alpha$ and at least $n/2+1$ antibonding levels at $E=\alpha-2\beta$. The extra one comes from the eigenvalue $3$ that every 3-regular cage has, since $x^2-x-3=3$ is solved by $x=3$ and $x=-2$. Here $x=(E-\alpha)/\beta$; many textbooks use the opposite sign for $x$.

## Atoms as directed bonds

Each new atom sits near one end of an old bond, so it can be labelled by that bond together with a direction. Lean calls such a directed edge a dart, and `G.Dart` is the set of atoms of the truncated cage. With $m$ edges in $G$ there are $2m$ darts. Two distinct darts are bonded in `truncation` if they start at the same vertex, which makes the triangles, or if they are reverses of each other, which makes the links.

The graph is finite and simple, but it need not be planar or connected. Reading its eigenvalues as levels of a molecule takes the assumptions of the simple Hückel model: one orbital per atom, no overlap between orbitals, equal Coulomb integrals, coupling between bonded atoms only, and equal resonance integrals. The last of these is an approximation even within Hückel theory, since triangle bonds and link bonds generally differ in length.

The more general `charpoly_truncation_mul` treats a $d$-regular parent, with each vertex replaced by a clique of $d$ mutually bonded atoms. For $d\ge 4$ this is not the truncation of a polyhedron, which would put a ring there. In particular, it does not give C$_{60}$ from the icosahedron.

## Bonds written as matrices

Let $S$ (`tail`) be the $n\times 2m$ matrix with $S_{va}=1$ if dart $a$ starts at vertex $v$, and 0 otherwise. Let $R$ (`reversal`) be the permutation matrix that reverses each dart.

The entry $(S^{\mathsf T}S)_{ab}$ is 1 when $a$ and $b$ start at the same vertex. Removing the diagonal and adding the links gives `adjMatrix_truncation`:

$$A_T=S^{\mathsf T}S-1+R.$$

No bond is counted twice, because a dart and its reverse start at different vertices. The Lean proof compares entries in the cases $a=b$, $b$ the reverse of $a$, and neither.

Three further identities are needed:

- $SS^{\mathsf T}=d\,1$, because $d$ darts start at each vertex and none starts at two (`tail_mul_transpose`).
- $SRS^{\mathsf T}=A$, because the entry $(v,w)$ counts darts from $v$ to $w$ (`tail_reversal_tail`).
- $R^2=1$, hence $(y-R)(y+R)=y^2-1$ for any real $y$ (`reversal_factor`).

## The determinant of bond reversal

Choose a direction for every bond, and let $s_a=1$ if dart $a$ follows it and $s_a=-1$ otherwise. A dart and its reverse then have opposite signs, so the diagonal matrix $D$ of these signs satisfies $D^2=1$ and $DRD=-R$. It follows that

$$\det(y+R)=\det\big(D(y-R)D\big)=\det(y-R).$$

This is `det_add_reversal`, where the directions come from a numbering of the vertices. Taking determinants in $(y-R)(y+R)=y^2-1$ now gives

$$\det(y-R)^2=(y^2-1)^{2m}.$$

As a polynomial, $\det(y-R)$ is therefore $\pm(y^2-1)^m$. Its leading coefficient is 1, so the sign is plus, which is `reversal_charpoly`.

## From darts back to vertices

Put $c=(x+1)^2-1=x(x+2)$ and $B=S\big((x+1)+R\big)$. Since $x-A_T=(x+1)-R-S^{\mathsf T}S$, multiplication on the right by $(x+1)+R$ gives

$$(x-A_T)\big((x+1)+R\big)=c-S^{\mathsf T}B.$$

The second factor on the left has determinant $c^m$, so

$$T(x)\,c^m=\det(c-S^{\mathsf T}B).$$

This is `h1` in the proof of `charpoly_truncation_mul`. The matrix on the right has size $2m$. Exchanging the rectangular factors brings it down to size $n$:

$$c^n\det(c-S^{\mathsf T}B)=c^{2m}\det(c-BS^{\mathsf T}).$$

Lean obtains this as `h2` by evaluating Mathlib's `Matrix.charpoly_mul_comm'` at $c$. The identities above give $BS^{\mathsf T}=d(x+1)+A$, and therefore (`h3`)

$$c-BS^{\mathsf T}=\big(x^2-(d-2)x-d\big)-A.$$

Putting the pieces together,

$$c^m\,T(x)\,c^n=c^m\,c^m\,p\big(x^2-(d-2)x-d\big).$$

At $x=0$ and $x=-2$ the number $c$ vanishes, so the common factor $c^m$ cannot be divided out there. As a polynomial, however, $X(X+2)$ is not zero (`factor_ne_zero`), and cancellation is allowed. The Lean proof arranges this first, with `mul_left_cancel₀`, and then checks the multiplied identity at every real $x$ through `Polynomial.funext`. The result is

$$T(x)\,c^n=c^m\,p\big(x^2-(d-2)x-d\big).$$

## Three neighbours per atom

For $d=3$, counting bond ends gives $3n=2m$ (`cubic_handshake`). Hence $n$ is even and $m=n+n/2$, which `omega` extracts. Cancelling $c^n$, again between polynomials, leaves

$$T(x)=c^{n/2}\,p(x^2-x-3),$$

and $c=x(x+2)$ gives the stated form. For `truncation_levels`, a product vanishes exactly when one of its factors does; a non-empty vertex set makes the exponent $n/2$ positive, so that $0$ and $-2$ really occur.
